# The survival probability of the singlet of two spins one-half under local unitaries is $|\mathrm{tr}(A^\dagger B)|^2/4$

Suppose a pair of spins one-half starts in the singlet and each spin precesses in its own local field. What is the probability of finding the singlet again at a later time? If the spins do not interact, the two single-spin evolution matrices $A$ and $B$ are enough to compute it: form $A^\dagger B$, take its trace, square the modulus and divide by four. No $4\times4$ matrix has to be built.

```lean
import Mathlib

open Matrix
open scoped Kronecker ComplexOrder

namespace SingletSurvival

noncomputable section
```

The first line loads the library Mathlib. The `open` lines make notation available, including `⊗ₖ` for the Kronecker product. In what follows, `ᴴ` is the adjoint $\dagger$, which the comments in the code write as `A*`.

## The state and the operators

```lean
/-- The singlet state (|01⟩ - |10⟩)/√2 of two spins one-half. -/
def singlet : Fin 2 × Fin 2 → ℂ := fun p =>
  ((Real.sqrt 2 : ℝ) : ℂ)⁻¹ * (!![0, 1; -1, 0] : Matrix (Fin 2) (Fin 2) ℂ) p.1 p.2
```

A two-spin state is a function from index pairs to complex numbers. `Fin 2` has the elements 0 and 1, for spin up and spin down. The matrix serves as a table of components, so that
$$s_{01}=\tfrac1{\sqrt2},\qquad s_{10}=-\tfrac1{\sqrt2},\qquad s_{00}=s_{11}=0.$$

```lean
/-- The singlet expectation value ⟨s, (A ⊗ B) s⟩ of a product of one-spin operators. -/
def singletExpectation (A B : Matrix (Fin 2) (Fin 2) ℂ) : ℂ :=
  star singlet ⬝ᵥ ((A ⊗ₖ B) *ᵥ singlet)
```

This is $\langle s,(A\otimes B)s\rangle$, with $A$ acting on the first spin and $B$ on the second. The product `⬝ᵥ` does not conjugate, so `star` does it on the left. The matrices are arbitrary, and the value may be complex.

```lean
/-- The squared modulus of the overlap of the singlet with its image under A ⊗ B. -/
def singletSurvival (A B : Matrix (Fin 2) (Fin 2) ℂ) : ℝ :=
  ‖singletExpectation A B‖ ^ 2
```

This is $|\langle s,(A\otimes B)s\rangle|^2$. For unitary $A$ and $B$ it is the probability of finding the evolved pair in the singlet; for general matrices it is only a squared modulus.

```lean
/-- The matrix σ·a for a real vector a. For a unit vector it is the spin component along a, in units
of ħ/2. -/
def pauliDot (a : Fin 3 → ℝ) : Matrix (Fin 2) (Fin 2) ℂ :=
  !![(a 2 : ℂ), a 0 - Complex.I * a 1; a 0 + Complex.I * a 1, -(a 2 : ℂ)]
```

For a real vector $a=(a_0,a_1,a_2)$, holding the $x$, $y$ and $z$ components, this is
$$\sigma\cdot a=\begin{pmatrix}a_2&a_0-ia_1\\a_0+ia_1&-a_2\end{pmatrix}.$$

```lean
/-- The operator cos(θ/2) - i sin(θ/2) σ·n, which for a unit vector n rotates a spin
one-half by the angle θ about n. -/
def spinRotation (n : Fin 3 → ℝ) (θ : ℝ) : Matrix (Fin 2) (Fin 2) ℂ :=
  ((Real.cos (θ / 2) : ℝ) : ℂ) • (1 : Matrix (Fin 2) (Fin 2) ℂ)
    - (Complex.I * ((Real.sin (θ / 2) : ℝ) : ℂ)) • pauliDot n
```

This is $\cos(\theta/2)\,1-i\sin(\theta/2)\,\sigma\cdot n$. The definition accepts any real $n$, but the operator is a spin rotation by $\theta$ when $n$ has unit length.

## The expectation value as traces

```lean
/-- The singlet expectation value of A ⊗ B is (tr A tr B - tr(AB))/2. -/
theorem singletExpectation_eq (A B : Matrix (Fin 2) (Fin 2) ℂ) :
    singletExpectation A B = (A.trace * B.trace - (A * B).trace) / 2 := by
  -- the two normalization factors combine to one half
  have hr : ((Real.sqrt 2 : ℝ) : ℂ)⁻¹ * ((Real.sqrt 2 : ℝ) : ℂ)⁻¹ = 1 / 2 := by
    rw [← mul_inv, ← Complex.ofReal_mul, Real.mul_self_sqrt (by norm_num)]
    norm_num
  simp [singletExpectation, singlet, dotProduct, Matrix.mulVec, Fintype.sum_prod_type,
    Fin.sum_univ_two, Matrix.kroneckerMap_apply, Matrix.trace_fin_two, Matrix.mul_apply]
  linear_combination (A 0 0 * B 1 1 + A 1 1 * B 0 0 - A 0 1 * B 1 0 - A 1 0 * B 0 1) * hr
```

For all complex $2\times2$ matrices, the theorem states
$$\langle s,(A\otimes B)s\rangle=\tfrac12\left(\mathrm{tr}A\,\mathrm{tr}B-\mathrm{tr}(AB)\right).$$
By hand, only the components 01 and 10 contribute:
$$\langle s,(A\otimes B)s\rangle=\tfrac12\left(A_{00}B_{11}+A_{11}B_{00}-A_{01}B_{10}-A_{10}B_{01}\right).$$
On the other side, $\mathrm{tr}A\,\mathrm{tr}B=(A_{00}+A_{11})(B_{00}+B_{11})$. Subtracting $\mathrm{tr}(AB)=A_{00}B_{00}+A_{01}B_{10}+A_{10}B_{01}+A_{11}B_{11}$ leaves the same bracket.

In the proof, `hr` records $(1/\sqrt2)^2=1/2$ and `simp` writes out the sums. `linear_combination` then checks that the two sides differ by the stated multiple of `hr`.

```lean
/-- The singlet state is normalized. -/
theorem singlet_normalized : star singlet ⬝ᵥ singlet = 1 := by
  have h := singletExpectation_eq 1 1
  rw [singletExpectation, Matrix.one_kronecker_one, Matrix.one_mulVec] at h
  rw [h]
  norm_num [Matrix.trace_one]
```

Setting $A=B=1$ gives $\langle s,s\rangle=(2\cdot2-2)/2=1$, so the state is normalized.

## Unitary evolution

```lean
/-- If A is unitary, the singlet amplitude of A ⊗ B is det A · tr(A* B)/2. -/
theorem singletExpectation_of_unitary {A : Matrix (Fin 2) (Fin 2) ℂ}
    (hA : A ∈ Matrix.unitaryGroup (Fin 2) ℂ) (B : Matrix (Fin 2) (Fin 2) ℂ) :
    singletExpectation A B = A.det * (Aᴴ * B).trace / 2 := by
  have h : A * Aᴴ = 1 := Matrix.mem_unitaryGroup_iff.mp hA
  -- for a unitary matrix the adjugate is the adjoint up to the determinant
  have hadj : A.adjugate = A.det • Aᴴ := by
    calc A.adjugate = A.adjugate * (A * Aᴴ) := by rw [h, mul_one]
      _ = A.det • Aᴴ := by
        rw [← mul_assoc, Matrix.adjugate_mul, smul_mul_assoc, one_mul]
  have htr : (A.adjugate * B).trace = A.trace * B.trace - (A * B).trace := by
    simp only [Matrix.trace_fin_two, Matrix.mul_apply, Fin.sum_univ_two,
      Matrix.adjugate_fin_two]
    simp
    ring
  rw [singletExpectation_eq, ← htr, hadj, smul_mul_assoc, Matrix.trace_smul, smul_eq_mul]
```

The hypothesis `hA` says that $A$ is unitary; $B$ remains arbitrary. The adjugate of a $2\times2$ matrix is $\mathrm{adj}A=(\mathrm{tr}A)\,1-A$, hence
$$\mathrm{tr}(\mathrm{adj}A\;B)=\mathrm{tr}A\,\mathrm{tr}B-\mathrm{tr}(AB).$$
Unitarity gives a second expression for it:
$$\mathrm{adj}A=\mathrm{adj}A\,(AA^\dagger)=(\mathrm{adj}A\,A)A^\dagger=\det A\;A^\dagger.$$
Together these give $\langle s,(A\otimes B)s\rangle=\det A\;\mathrm{tr}(A^\dagger B)/2$. The proof calls the two facts `htr` and `hadj` and substitutes them into the trace formula.

```lean
/-- If A is unitary and B is any matrix, the squared modulus of the overlap of the singlet with its
image under A ⊗ B is |tr(A* B)|²/4. -/
theorem singletSurvival_eq {A : Matrix (Fin 2) (Fin 2) ℂ}
    (hA : A ∈ Matrix.unitaryGroup (Fin 2) ℂ) (B : Matrix (Fin 2) (Fin 2) ℂ) :
    singletSurvival A B = ‖(Aᴴ * B).trace‖ ^ 2 / 4 := by
  have h : A * Aᴴ = 1 := Matrix.mem_unitaryGroup_iff.mp hA
  -- the determinant is a pure phase
  have hd : ‖A.det‖ ^ 2 = 1 := by
    have h1 := congrArg (fun M => ‖Matrix.det M‖) h
    simp only [Matrix.det_mul, Matrix.det_conjTranspose, Matrix.det_one, norm_mul,
      norm_star, norm_one] at h1
    rw [sq, h1]
  have h2 : ‖(2 : ℂ)‖ = 2 := by norm_num
  rw [singletSurvival, singletExpectation_of_unitary hA, norm_div, norm_mul, h2, div_pow,
    mul_pow, hd, one_mul]
  norm_num
```

Taking the determinant of $AA^\dagger=1$ gives $|\det A|^2=1$, which is `hd`. The phase therefore drops out of the squared modulus:
$$|\langle s,(A\otimes B)s\rangle|^2=\tfrac14|\mathrm{tr}(A^\dagger B)|^2.$$
Neither matrix needs determinant 1.

```lean
/-- Under unitary evolutions A and B of the two spins the singlet survives with
certainty exactly when A and B agree up to a phase. -/
theorem singletSurvival_eq_one_iff {A B : Matrix (Fin 2) (Fin 2) ℂ}
    (hA : A ∈ Matrix.unitaryGroup (Fin 2) ℂ) (hB : B ∈ Matrix.unitaryGroup (Fin 2) ℂ) :
    singletSurvival A B = 1 ↔ ∃ c : ℂ, ‖c‖ = 1 ∧ B = c • A := by
  have hA' : Aᴴ * A = 1 := Matrix.mem_unitaryGroup_iff'.mp hA
  have hB' : Bᴴ * B = 1 := Matrix.mem_unitaryGroup_iff'.mp hB
  have h1 : (1 : Matrix (Fin 2) (Fin 2) ℂ).trace = 2 := by simp [Matrix.trace_one]
  rw [singletSurvival_eq hA]
  constructor
  · intro h
    obtain ⟨t, ht⟩ : ∃ t, (Aᴴ * B).trace = t := ⟨_, rfl⟩
    rw [ht] at h
    have h4 : ‖t‖ ^ 2 = 4 := by linarith
    have hn : ‖t‖ = 2 :=
      (sq_eq_sq₀ (norm_nonneg t) (by norm_num)).mp (by rw [h4]; norm_num)
    have htt : t * star t = 4 := by
      have h5 : t * star t = ((‖t‖ ^ 2 : ℝ) : ℂ) := by
        rw [← Complex.normSq_eq_norm_sq]
        exact Complex.mul_conj t
      rw [h5, h4]
      norm_num
    have hBA : (Bᴴ * A).trace = star t := by
      rw [← ht, ← Matrix.trace_conjTranspose, Matrix.conjTranspose_mul,
        Matrix.conjTranspose_conjTranspose]
    have hs : star (t / 2) = star t / 2 := by simp
    refine ⟨t / 2, by rw [norm_div, hn]; norm_num, ?_⟩
    -- the Hilbert-Schmidt norm of B - (t/2) A vanishes
    have hD : ((B - (t / 2) • A)ᴴ * (B - (t / 2) • A)).trace = 0 := by
      simp only [Matrix.conjTranspose_sub, Matrix.conjTranspose_smul, sub_mul, mul_sub,
        smul_mul_assoc, mul_smul_comm, Matrix.trace_sub, Matrix.trace_smul, smul_eq_mul,
        hA', hB', h1, hBA, ht, hs]
      linear_combination (-1 / 2) * htt
    exact sub_eq_zero.mp (Matrix.trace_conjTranspose_mul_self_eq_zero_iff.mp hD)
  · rintro ⟨c, hc, rfl⟩
    rw [mul_smul_comm, hA', Matrix.trace_smul, h1, smul_eq_mul, norm_mul, hc]
    norm_num
```

With both matrices unitary, the survival probability is 1 exactly when $B=cA$ for some complex $c$ with $|c|=1$.

The double arrow is proved in two directions, separated by `constructor`. For the first, put $t=\mathrm{tr}(A^\dagger B)$. Certain survival means $|t|^2=4$, so $c=t/2$ has modulus 1. Let $D=B-cA$. Since $A^\dagger A=B^\dagger B=1$ and $\mathrm{tr}(B^\dagger A)=\bar t$,
$$\mathrm{tr}(D^\dagger D)=2-\tfrac t2\bar t-\tfrac{\bar t}2t+\tfrac{|t|^2}4\cdot2=2-\tfrac{|t|^2}2=0.$$
This trace is the sum of the squared moduli of the entries of $D$, so $D=0$ and $B=cA$. The step `hD` is this computation. Conversely, $B=cA$ gives $\mathrm{tr}(A^\dagger B)=2c$ and survival $|2c|^2/4=1$.

## Spin correlations and precession

```lean
/-- The singlet expectation value of σ·a ⊗ σ·b is -a·b, for all real vectors a and b. -/
theorem singlet_spin_correlation (a b : Fin 3 → ℝ) :
    singletExpectation (pauliDot a) (pauliDot b) = -((a ⬝ᵥ b : ℝ) : ℂ) := by
  rw [singletExpectation_eq]
  simp [pauliDot, Matrix.trace_fin_two, Fin.sum_univ_succ, dotProduct]
  linear_combination ((a 1 : ℂ) * b 1) * Complex.I_sq
```

For all real vectors $a$ and $b$,
$$\langle s,(\sigma\cdot a\otimes\sigma\cdot b)s\rangle=-a\cdot b.$$
Both factors are traceless and $\mathrm{tr}(\sigma\cdot a\;\sigma\cdot b)=2a\cdot b$, so the trace formula gives the result. For unit vectors this is the correlation of spin measurements along $a$ and $b$, in units of $\hbar/2$ for each spin. Lean expands the entries and uses $i^2=-1$, called `Complex.I_sq`.

```lean
/-- The singlet amplitude after the operators with angles α, β and vectors n, m act on the
two spins is cos(α/2) cos(β/2) + sin(α/2) sin(β/2) n·m. -/
theorem singletExpectation_rotations (n m : Fin 3 → ℝ) (α β : ℝ) :
    singletExpectation (spinRotation n α) (spinRotation m β) =
      ((Real.cos (α / 2) * Real.cos (β / 2)
        + Real.sin (α / 2) * Real.sin (β / 2) * (n ⬝ᵥ m) : ℝ) : ℂ) := by
  rw [singletExpectation_eq]
  unfold spinRotation pauliDot
  -- only the algebra of the coefficients matters
  generalize Real.cos (α / 2) = c₁
  generalize Real.cos (β / 2) = c₂
  generalize Real.sin (α / 2) = s₁
  generalize Real.sin (β / 2) = s₂
  simp [Matrix.trace_fin_two, Matrix.mul_apply, Matrix.one_apply, Fin.sum_univ_two,
    Fin.sum_univ_three, dotProduct]
  linear_combination ((s₁ : ℂ) * s₂ * ((n 1 : ℂ) * m 1 * (Complex.I ^ 2 - 1)
    - (n 0 : ℂ) * m 0 - (n 2 : ℂ) * m 2)) * Complex.I_sq
```

Let $U$ and $V$ be the operators with vectors $n,m$ and angles $\alpha,\beta$. Write $c_1,s_1$ for the cosine and sine of $\alpha/2$, and $c_2,s_2$ for those of $\beta/2$. Then
$$\mathrm{tr}U=2c_1,\qquad\mathrm{tr}V=2c_2,\qquad\mathrm{tr}(UV)=2c_1c_2-2s_1s_2\,n\cdot m,$$
because the terms with a single $\sigma$ are traceless. The amplitude is
$$\tfrac12\left(4c_1c_2-2c_1c_2+2s_1s_2\,n\cdot m\right)=c_1c_2+s_1s_2\,n\cdot m.$$
The `generalize` lines replace the cosines and sines by plain symbols, since no trigonometric identity is needed. Nor is unit length of $n$ and $m$.

```lean
/-- When the two spins precess about a common unit axis by angles α and β, the singlet
survival probability is cos²((α - β)/2). -/
theorem singletSurvival_common_axis (n : Fin 3 → ℝ) (hn : n ⬝ᵥ n = 1) (α β : ℝ) :
    singletSurvival (spinRotation n α) (spinRotation n β) =
      Real.cos ((α - β) / 2) ^ 2 := by
  rw [singletSurvival, singletExpectation_rotations, hn, mul_one, Complex.norm_real,
    Real.norm_eq_abs, sq_abs, sub_div, Real.cos_sub]

end

end SingletSurvival
```

Here `hn` requires $n\cdot n=1$ for the common axis. The amplitude becomes
$$\cos\tfrac\alpha2\cos\tfrac\beta2+\sin\tfrac\alpha2\sin\tfrac\beta2=\cos\tfrac{\alpha-\beta}2,$$
and its square is the survival probability. The proof substitutes the preceding theorem and applies the cosine difference formula `Real.cos_sub`.

For two non-interacting spins precessing at constant rates $\omega_1$ and $\omega_2$ about the same axis, $\alpha=\omega_1\tau$ and $\beta=\omega_2\tau$ at time $\tau$. The singlet probability then oscillates as $\cos^2((\omega_1-\omega_2)\tau/2)$, with the remainder in the triplet. Exchange coupling between the spins and relaxation are absent from this model.

```lean
#print axioms SingletSurvival.singlet_normalized
#print axioms SingletSurvival.singletSurvival_eq_one_iff
#print axioms SingletSurvival.singlet_spin_correlation
#print axioms SingletSurvival.singletSurvival_common_axis
```

```
'SingletSurvival.singlet_normalized' depends on axioms: [propext, Classical.choice, Quot.sound]
'SingletSurvival.singletSurvival_eq_one_iff' depends on axioms: [propext, Classical.choice, Quot.sound]
'SingletSurvival.singlet_spin_correlation' depends on axioms: [propext, Classical.choice, Quot.sound]
'SingletSurvival.singletSurvival_common_axis' depends on axioms: [propext, Classical.choice, Quot.sound]
```
